# The lowest-order anisotropic Kondo flow reaches all scales exactly when the transverse coupling vanishes or a ferromagnetic longitudinal coupling is at least as large

## A magnetic impurity at falling temperature

A localised spin one-half in a metal, or the spin of an electron on a quantum dot, scatters the conduction electrons by exchange. With uniaxial anisotropy there are two couplings: a longitudinal one, which leaves the spins unflipped, and a transverse one, which flips the impurity spin and an electron spin together. At low temperature, do the spin flips die out, or do they grow until a weak-coupling description fails?

Write the exchange as $\tfrac12J_zS_z\sigma_z+\tfrac12J_\perp(S_x\sigma_x+S_y\sigma_y)$, with the impurity spin $S$ and the Pauli matrices $\sigma$ of the conduction electrons at the impurity. Let $x=\rho J_z$ and $y=\rho J_\perp$, where $\rho$ is the density of states per spin direction, taken as constant. Then $x>0$ is antiferromagnetic, and $x=y$ is isotropic exchange. Let $t\ge 0$ be the logarithm of the initial bandwidth divided by the reduced one. Removing the states at the band edges to second order in the exchange gives

$$x'=y^2,\qquad y'=xy .$$

Two successive flips renormalise the longitudinal coupling; a flip combined with a longitudinal scattering renormalises the transverse one. These equations are the starting point here and are not derived from a Hamiltonian.

## Which initial couplings flow forever

Write $p=x(0)$ and $q=y(0)$. There are two main results.

- A solution on $[0,\infty)$ exists if and only if $q=0$ or $p\le-|q|$.
- If a solution on $[0,\infty)$ has $p<0$ and $p^2-q^2=c^2$ with $c\ge0$, then $x\to-c$ and $y\to0$.

The sign of the longitudinal exchange therefore does not decide the matter alone: $p=-0.1$, $q=0.2$ is ferromagnetic, yet has no global solution. Within this two-coupling, lowest-order model, the criterion separates impurities whose spin flips are absent or fade at low energy from those whose couplings grow out of the weak-coupling regime; for the latter, Kondo screening is expected.

## Hyperbolas and a bound on the runaway scale

The quantity $x^2-y^2$ is constant, because its derivative is $2xy^2-2y\,xy=0$. Moreover, if $y^2\ge k$ from $a$ to $t$, then $x(t)-x(a)\ge k(t-a)$. With $k=0$ this says that $x$ never decreases.

Suppose $x_a=x(a)>0$ and $y_a=y(a)\neq0$, and let the solution exist on $[a,b]$. Then $x\ge x_a>0$ there, and the invariant gives $y^2-y_a^2=x^2-x_a^2\ge0$. Set $m=y_a^2/(x_a^2+y_a^2)$. Inserting $x^2=y^2+x_a^2-y_a^2$,

$$y^2(x_a^2+y_a^2)-y_a^2x^2=x_a^2(y^2-y_a^2)+y_a^4\ge0,$$

so $y^2/x^2\ge m$. Hence $(1/x)'=-y^2/x^2\le-m$, and

$$0<\frac1{x(b)}\le\frac1{x_a}-m(b-a),\qquad b-a<\frac{x_a^2+y_a^2}{x_a\,y_a^2}.$$

A global solution with $x(a)>0$ must therefore have $y(a)=0$.

Now suppose a global solution has $q\ne0$ and $p>-|q|$. The case $p>0$ is already excluded, so $p\le0$ and $k=q^2-p^2>0$. Since $y^2=x^2+k\ge k$, at $T=(1-p)/k$ we have $x(T)\ge1$. This forces $y(T)=0$, which contradicts $y(T)^2\ge k$.

## Explicit solutions from a linear equation

For existence, let $D$ be nonzero on $[0,\infty)$ with $D''=kD$ and $D'^2-kD^2=r^2$, and put $x=-D'/D$, $y=r/D$. Then

$$x'=\frac{D'^2-kD^2}{D^2}=y^2,\qquad y'=-\frac{rD'}{D^2}=xy .$$

If $q=0$, the constants $x=p$, $y=0$ suffice. If $p\le-|q|$ and $p^2=q^2$, take $D=1-pt$, $k=0$, $r=q$. If $p\le-|q|$ and $p^2>q^2$, put $c=\sqrt{p^2-q^2}$ and take

$$D=c\cosh ct-p\sinh ct,\qquad k=c^2,\qquad r=qc .$$

Here $D'^2-c^2D^2=c^2(p^2-c^2)=c^2q^2$. In both cases $p\le0$ makes $D$ positive for $t\ge0$, and the initial values are $p$ and $q$.

## Approach to the ferromagnetic line

Let a global solution have $p<0$ and $p^2-q^2=c^2$, $c\ge0$. First, $x\le-c$ always. The invariant gives $x^2\ge c^2$, so a value $x(t)>-c$ would have to be positive. Then $y(t)=0$ and $c^2=x(t)^2>0$. By continuity $x(s)=0$ at some earlier $s$, where the invariant reads $-y(s)^2=c^2>0$, which is impossible.

Next, let $\varepsilon>0$. If $x\le-c-\varepsilon$ held forever, then $y^2=x^2-c^2\ge\varepsilon^2$, and $x$ would reach at least $1$ by $t=(1-p)/\varepsilon^2$, contradicting $x\le-c$. So $x$ exceeds $-c-\varepsilon$ at some scale and, being nondecreasing, at all later ones. Thus $x\to-c$, and $|y|=\sqrt{x^2-c^2}\to0$. For $c>0$ a static longitudinal coupling survives; for $c=0$ both couplings vanish.

The condition on the sign of $p$ has a purpose: without any such condition, the constant solution $x=1$, $y=0$ with $c=1$ would refute the limit $x\to-c$. The same solution exists on every interval, so the runaway bound needs a hypothesis that excludes $y(a)=0$.

## The equations and theorems in Lean

```lean
import Mathlib

open Set Filter Topology

namespace AnisotropicKondo

/-- The longitudinal coupling `x` and the transverse coupling `y` obey the anisotropic Kondo
scaling equations `x' = y²`, `y' = x y` on the set `s` of logarithmic scales. -/
def IsKondoFlowOn (s : Set ℝ) (x y : ℝ → ℝ) : Prop :=
  ∀ t ∈ s, HasDerivWithinAt x (y t ^ 2) s t ∧ HasDerivWithinAt y (x t * y t) s t

/-- A function with nonnegative derivative on a convex set of scales is nondecreasing there. -/
lemma monotoneOn_of_rate {s : Set ℝ} (hs : Convex ℝ s) {f f' : ℝ → ℝ}
    (h : ∀ t ∈ s, HasDerivWithinAt f (f' t) s t) (h0 : ∀ t ∈ s, 0 ≤ f' t) :
    MonotoneOn f s :=
  monotoneOn_of_hasDerivWithinAt_nonneg hs (fun t ht => (h t ht).continuousWithinAt)
    (fun t ht => (h t (interior_subset ht)).mono interior_subset)
    (fun t ht => h0 t (interior_subset ht))

/-- Along the flow on a convex set of scales, `x² - y²` has the same value at any two scales. -/
theorem invariant {s : Set ℝ} (hs : Convex ℝ s) {x y : ℝ → ℝ} (h : IsKondoFlowOn s x y)
    {a t : ℝ} (ha : a ∈ s) (ht : t ∈ s) : x t ^ 2 - y t ^ 2 = x a ^ 2 - y a ^ 2 := by
  have hd : ∀ u ∈ s, HasDerivWithinAt (fun u => x u * x u - y u * y u) 0 s u := by
    intro u hu
    obtain ⟨h1, h2⟩ := h u hu
    exact ((h1.mul h1).sub (h2.mul h2)).congr_deriv (by ring)
  have up := monotoneOn_of_rate hs (f' := fun _ => 0) hd (fun _ _ => le_rfl)
  have down := monotoneOn_of_rate hs (f := fun u => -(x u * x u - y u * y u))
    (f' := fun _ => 0) (fun u hu => (hd u hu).neg.congr_deriv neg_zero) (fun _ _ => le_rfl)
  rcases le_total a t with hat | hat
  · have h1 := up ha ht hat
    have h2 := down ha ht hat
    simp only at h1 h2
    linarith
  · have h1 := up ht ha hat
    have h2 := down ht ha hat
    simp only at h1 h2
    linarith

/-- If `y² ≥ k` on a convex set of scales, the longitudinal coupling grows there at least at
rate `k`. -/
theorem growth {s : Set ℝ} (hs : Convex ℝ s) {x y : ℝ → ℝ} (h : IsKondoFlowOn s x y) {k : ℝ}
    (hk : ∀ u ∈ s, k ≤ y u ^ 2) {a t : ℝ} (ha : a ∈ s) (ht : t ∈ s) (hat : a ≤ t) :
    k * (t - a) ≤ x t - x a := by
  have hm := monotoneOn_of_rate hs (f := fun u => x u - k * u) (f' := fun u => y u ^ 2 - k)
    (fun u hu => ((h u hu).1.sub ((hasDerivWithinAt_id u s).const_mul k)).congr_deriv
      (by ring)) (fun u hu => sub_nonneg.2 (hk u hu)) ha ht hat
  simp only at hm
  linarith

/-- If `x(a) > 0` and `y(a) ≠ 0`, the flow can be continued from `a` only over a logarithmic
scale shorter than `(x(a)² + y(a)²) / (x(a) y(a)²)`. -/
theorem runaway_scale {x y : ℝ → ℝ} {a b : ℝ} (hab : a ≤ b)
    (h : IsKondoFlowOn (Icc a b) x y) (hx : 0 < x a) (hy : y a ≠ 0) :
    b - a < (x a ^ 2 + y a ^ 2) / (x a * y a ^ 2) := by
  have ha : a ∈ Icc a b := left_mem_Icc.2 hab
  have hb : b ∈ Icc a b := right_mem_Icc.2 hab
  have hy2 : 0 < y a ^ 2 := by positivity
  have hD : 0 < x a ^ 2 + y a ^ 2 := by positivity
  have hmono : ∀ t ∈ Icc a b, x a ≤ x t := fun t ht => by
    have := growth (convex_Icc a b) h (k := 0) (fun u _ => sq_nonneg (y u)) ha ht ht.1
    linarith
  obtain ⟨m, hm⟩ : ∃ m, m = y a ^ 2 / (x a ^ 2 + y a ^ 2) := ⟨_, rfl⟩
  have hmD : m * (x a ^ 2 + y a ^ 2) = y a ^ 2 := by rw [hm, div_mul_cancel₀ _ hD.ne']
  -- the ratio y²/x² never drops below m
  have hratio : ∀ t ∈ Icc a b, 0 ≤ y t ^ 2 / x t ^ 2 - m := by
    intro t ht
    have hxt : 0 < x t := hx.trans_le (hmono t ht)
    have hi := invariant (convex_Icc a b) h ha ht
    have hsq : x a ^ 2 ≤ x t ^ 2 := pow_le_pow_left₀ hx.le (hmono t ht) 2
    have hyt : y a ^ 2 ≤ y t ^ 2 := by linarith
    have e : x t ^ 2 = y t ^ 2 + x a ^ 2 - y a ^ 2 := by linarith
    rw [sub_nonneg, hm, div_le_div_iff₀ hD (by positivity), e]
    nlinarith [mul_nonneg (sq_nonneg (x a)) (sub_nonneg.2 hyt), sq_nonneg (y a ^ 2)]
  -- hence 1/x decreases at least at rate m
  have hG := monotoneOn_of_rate (convex_Icc a b) (f := fun t => -(x t)⁻¹ - m * t)
    (f' := fun t => y t ^ 2 / x t ^ 2 - m)
    (fun t ht => (((h t ht).1.inv (hx.trans_le (hmono t ht)).ne').neg.sub
      ((hasDerivWithinAt_id t _).const_mul m)).congr_deriv (by ring)) hratio ha hb hab
  simp only at hG
  have hxb : 0 < (x b)⁻¹ := inv_pos.2 (hx.trans_le (hmono b hb))
  have key : m * (b - a) < (x a)⁻¹ := by linarith
  rw [lt_div_iff₀ (by positivity)]
  calc (b - a) * (x a * y a ^ 2) = m * (b - a) * (x a * (x a ^ 2 + y a ^ 2)) := by
        linear_combination (-(b - a) * x a) * hmD
    _ < (x a)⁻¹ * (x a * (x a ^ 2 + y a ^ 2)) := by gcongr
    _ = x a ^ 2 + y a ^ 2 := by rw [← mul_assoc, inv_mul_cancel₀ hx.ne', one_mul]

/-- If the flow exists on all scales `[0, ∞)` and the longitudinal coupling is positive at some
scale, then the transverse coupling vanishes at that scale. -/
theorem transverse_eq_zero {x y : ℝ → ℝ} (h : IsKondoFlowOn (Ici 0) x y) {a : ℝ}
    (ha : 0 ≤ a) (hx : 0 < x a) : y a = 0 := by
  by_contra hy
  have hB : 0 < (x a ^ 2 + y a ^ 2) / (x a * y a ^ 2) := by positivity
  have hsub : Icc a (a + (x a ^ 2 + y a ^ 2) / (x a * y a ^ 2)) ⊆ Ici 0 :=
    fun t ht => ha.trans ht.1
  have := runaway_scale (by linarith) (fun t ht =>
    ⟨(h t (hsub ht)).1.mono hsub, (h t (hsub ht)).2.mono hsub⟩) hx hy
  linarith

/-- If `D'' = k D`, `D` has no zero on `[0, ∞)` and `D'² - k D² = r²`, then `x = -D'/D` and
`y = r/D` solve the Kondo scaling equations on `[0, ∞)`. -/
theorem flow_of_linear {D E : ℝ → ℝ} {k r : ℝ} (hD : ∀ t, 0 ≤ t → D t ≠ 0)
    (h1 : ∀ t, HasDerivAt D (E t) t) (h2 : ∀ t, HasDerivAt E (k * D t) t)
    (hr : ∀ t, E t ^ 2 - k * D t ^ 2 = r ^ 2) :
    IsKondoFlowOn (Ici 0) (fun t => -E t / D t) (fun t => r / D t) := by
  intro t ht
  constructor
  · refine ((h2 t).fun_neg.fun_div (h1 t) (hD t ht)).hasDerivWithinAt.congr_deriv ?_
    show (-(k * D t) * D t - -E t * E t) / D t ^ 2 = (r / D t) ^ 2
    rw [div_pow, ← hr t]
    ring
  · refine ((hasDerivAt_const t r).fun_div (h1 t) (hD t ht)).hasDerivWithinAt.congr_deriv ?_
    show (0 * D t - r * E t) / D t ^ 2 = -E t / D t * (r / D t)
    ring

/-- The scaling equations with initial couplings `x(0) = p`, `y(0) = q` have a solution on all
scales `[0, ∞)` exactly when `q = 0` or `p ≤ -|q|`. -/
theorem global_flow_iff (p q : ℝ) :
    (∃ x y, IsKondoFlowOn (Ici 0) x y ∧ x 0 = p ∧ y 0 = q) ↔ q = 0 ∨ p ≤ -|q| := by
  constructor
  · rintro ⟨x, y, h, rfl, rfl⟩
    by_contra hno
    rw [not_or, not_le] at hno
    obtain ⟨hy, hlt⟩ := hno
    have hx : x 0 ≤ 0 := not_lt.1 fun hx => hy (transverse_eq_zero h le_rfl hx)
    have hk : 0 < y 0 ^ 2 - x 0 ^ 2 :=
      sub_pos.2 (sq_lt_sq.2 (by rw [abs_of_nonpos hx]; linarith))
    have hi := fun t (ht : t ∈ Ici (0 : ℝ)) =>
      invariant (convex_Ici 0) h (mem_Ici.2 le_rfl) ht
    -- x grows at least at the rate y(0)² - x(0)² > 0, so it becomes positive
    have hT : 0 ≤ (1 - x 0) / (y 0 ^ 2 - x 0 ^ 2) := div_nonneg (by linarith) hk.le
    have hg := growth (convex_Ici 0) h (k := y 0 ^ 2 - x 0 ^ 2)
      (fun u hu => by linarith [hi u hu, sq_nonneg (x u)]) (mem_Ici.2 le_rfl) hT hT
    rw [sub_zero, mul_div_cancel₀ _ hk.ne'] at hg
    have hz := transverse_eq_zero h hT (by linarith)
    have hc := hi _ hT
    rw [hz] at hc
    nlinarith [sq_nonneg (x ((1 - x 0) / (y 0 ^ 2 - x 0 ^ 2)))]
  · rintro (rfl | hpq)
    · exact ⟨fun _ => p, fun _ => 0, fun t _ =>
        ⟨(hasDerivWithinAt_const t _ p).congr_deriv (by ring),
          (hasDerivWithinAt_const t _ 0).congr_deriv (by ring)⟩, rfl, rfl⟩
    have hp : p ≤ 0 := by linarith [abs_nonneg q]
    have hsq : q ^ 2 ≤ p ^ 2 := sq_le_sq.2 (by rw [abs_of_nonpos hp]; linarith)
    rcases hsq.eq_or_lt with heq | hlt
    · -- couplings of equal magnitude, q² = p²: D = 1 - p t
      refine ⟨_, _, flow_of_linear (D := fun t => 1 - p * t) (E := fun _ => -p) (k := 0)
        (r := q) (fun t ht => ?_) (fun t => ?_) (fun t => ?_) (fun t => ?_), ?_, ?_⟩
      · have := mul_nonneg (neg_nonneg.2 hp) ht
        apply ne_of_gt
        linarith
      · exact (((hasDerivAt_id' t).const_mul p).const_sub 1).congr_deriv (by ring)
      · exact (hasDerivAt_const t (-p)).congr_deriv (by ring)
      · linear_combination -heq
      · simp
      · simp
    · -- anisotropic case: D = c cosh(c t) - p sinh(c t)
      obtain ⟨c, hc, hc2⟩ : ∃ c : ℝ, 0 < c ∧ c ^ 2 = p ^ 2 - q ^ 2 :=
        ⟨√(p ^ 2 - q ^ 2), Real.sqrt_pos.2 (sub_pos.2 hlt), Real.sq_sqrt (sub_pos.2 hlt).le⟩
      have hl : ∀ t, HasDerivAt (fun t => c * t) c t := fun t =>
        ((hasDerivAt_id' t).const_mul c).congr_deriv (mul_one c)
      refine ⟨_, _, flow_of_linear
        (D := fun t => c * Real.cosh (c * t) - p * Real.sinh (c * t))
        (E := fun t => c ^ 2 * Real.sinh (c * t) - p * c * Real.cosh (c * t)) (k := c ^ 2)
        (r := q * c) (fun t ht => ?_) (fun t => ?_) (fun t => ?_) (fun t => ?_), ?_, ?_⟩
      · have h1 := mul_pos hc (Real.cosh_pos (c * t))
        have h2 := mul_nonneg (neg_nonneg.2 hp) (Real.sinh_nonneg_iff.2 (mul_nonneg hc.le ht))
        apply ne_of_gt
        linarith
      · exact (((hl t).cosh.const_mul c).fun_sub ((hl t).sinh.const_mul p)).congr_deriv
          (by ring)
      · exact (((hl t).sinh.const_mul (c ^ 2)).fun_sub
          ((hl t).cosh.const_mul (p * c))).congr_deriv (by ring)
      · linear_combination c ^ 2 * (p ^ 2 - c ^ 2) * Real.cosh_sq (c * t) - c ^ 2 * hc2
      · simp [hc.ne']
      · simp [hc.ne']

/-- If the flow exists on `[0, ∞)` with `x(0) < 0` and `x(0)² - y(0)² = c²`, `c ≥ 0`, then the
longitudinal coupling tends to `-c` and the transverse coupling to zero. -/
theorem ferromagnetic_limit {x y : ℝ → ℝ} (h : IsKondoFlowOn (Ici 0) x y) {c : ℝ}
    (hc : 0 ≤ c) (hx0 : x 0 < 0) (h0 : x 0 ^ 2 - y 0 ^ 2 = c ^ 2) :
    Tendsto x atTop (𝓝 (-c)) ∧ Tendsto y atTop (𝓝 0) := by
  have hi : ∀ t, 0 ≤ t → x t ^ 2 - y t ^ 2 = c ^ 2 := fun t ht =>
    (invariant (convex_Ici 0) h (mem_Ici.2 le_rfl) ht).trans h0
  -- the trajectory stays on the ferromagnetic branch
  have hle : ∀ t, 0 ≤ t → x t ≤ -c := by
    intro t ht
    by_contra hlt
    rw [not_le] at hlt
    have hpos : 0 < x t := by
      by_contra hn
      nlinarith [hi t ht, sq_nonneg (y t)]
    have hyt := transverse_eq_zero h ht hpos
    have hcont : ContinuousOn x (Icc 0 t) := fun u hu =>
      ((h u hu.1).1.continuousWithinAt).mono fun v hv => hv.1
    obtain ⟨s, hs, hxs⟩ := intermediate_value_Icc ht hcont ⟨hx0.le, hpos.le⟩
    have h1 := hi s hs.1
    have h2 := hi t ht
    rw [hxs] at h1
    rw [hyt] at h2
    nlinarith [sq_nonneg (y s), pow_pos hpos 2]
  have hx : Tendsto x atTop (𝓝 (-c)) := by
    rw [Metric.tendsto_atTop]
    intro ε hε
    -- otherwise x would grow at least at rate ε² forever
    obtain ⟨T, hT, hxT⟩ : ∃ T, 0 ≤ T ∧ -c - ε < x T := by
      by_contra hno
      have hno' : ∀ T, 0 ≤ T → x T ≤ -c - ε := fun T hT =>
        not_lt.1 fun hl => hno ⟨T, hT, hl⟩
      have hT : 0 ≤ (1 - x 0) / ε ^ 2 := div_nonneg (by linarith) (sq_nonneg ε)
      have hg := growth (convex_Ici 0) h (k := ε ^ 2) (fun u hu => by
        have h1 := hno' u hu
        have h2 : (c + ε) ^ 2 ≤ x u ^ 2 := by nlinarith
        nlinarith [hi u hu, mul_nonneg hc hε.le]) (mem_Ici.2 le_rfl) hT hT
      rw [sub_zero, mul_div_cancel₀ _ (pow_pos hε 2).ne'] at hg
      linarith [hle _ hT]
    refine ⟨T, fun t ht => ?_⟩
    have hg := growth (convex_Ici 0) h (k := 0) (fun u _ => sq_nonneg (y u)) hT
      (hT.trans ht) ht
    rw [Real.dist_eq, abs_lt]
    constructor <;> linarith [hle t (hT.trans ht)]
  refine ⟨hx, ?_⟩
  -- the invariant transfers convergence to y
  have hs : Tendsto (fun t => √(x t ^ 2 - c ^ 2)) atTop (𝓝 0) := by
    have := ((hx.pow 2).sub_const (c ^ 2)).sqrt
    simpa using this
  refine (tendsto_zero_iff_abs_tendsto_zero y).2 (hs.congr' ?_)
  filter_upwards [eventually_ge_atTop 0] with t ht
  show _ = |y t|
  rw [show x t ^ 2 - c ^ 2 = y t ^ 2 by linarith [hi t ht], Real.sqrt_sq_eq_abs]

end AnisotropicKondo
```

```lean
#print axioms AnisotropicKondo.transverse_eq_zero
#print axioms AnisotropicKondo.global_flow_iff
#print axioms AnisotropicKondo.ferromagnetic_limit
```

```
'AnisotropicKondo.transverse_eq_zero' depends on axioms: [propext, Classical.choice, Quot.sound]
'AnisotropicKondo.global_flow_iff' depends on axioms: [propext, Classical.choice, Quot.sound]
'AnisotropicKondo.ferromagnetic_limit' depends on axioms: [propext, Classical.choice, Quot.sound]
```

## Reading the formal statements

`IsKondoFlowOn s x y` says that the real functions `x` and `y` satisfy both equations at every scale in `s`. `HasDerivWithinAt` takes the derivative within `s`, so it is one-sided at an endpoint. `Ici 0` is $[0,\infty)$ and `Icc a b` is $[a,b]$; values outside the chosen set are unconstrained.

`global_flow_iff` is the existence criterion, for all real `p` and `q`. `ferromagnetic_limit` concerns any given global solution, and `Tendsto x atTop (𝓝 (-c))` means $x(t)\to-c$ as $t\to\infty$. Its assumptions on the initial values imply $p\le-|q|$, so the criterion supplies such a solution.

In the runaway region the theorems limit how long a solution can last; they do not construct one up to a divergence. Nor is the bound in `runaway_scale` an estimate of the Kondo temperature, which depends exponentially on the runaway scale: for $x_a=y_a$ the couplings diverge after $1/x_a$, half the bound. Higher-order terms of the scaling equations are absent, and a screened ground state would need a strong-coupling analysis.

## From monotonicity to the two theorems

`monotoneOn_of_rate` turns a nonnegative derivative into monotonicity. `invariant` applies it to $x^2-y^2$ and to its negative, while `growth` applies it to $x-kt$.

In `runaway_scale`, `hratio` is the inequality $y^2/x^2\ge m$, with `nlinarith` given the two nonnegative terms of the displayed identity. `hG` is the monotonicity of $-1/x-mt$, and the closing `calc` clears the denominators. `transverse_eq_zero` restricts a global solution to an interval exactly as long as the bound, which the strict inequality forbids.

`flow_of_linear` verifies the substitution, with `E` standing for $D'$. In `global_flow_iff`, the forward direction follows $x$ until it is positive, and the reverse direction supplies the three families of solutions. There `linear_combination` proves $D'^2-kD^2=r^2$, using $\cosh^2-\sinh^2=1$ in the hyperbolic case.

In `ferromagnetic_limit`, `hle` confines the trajectory to $x\le-c$ by means of `intermediate_value_Icc`. Two uses of `growth` then give the limit of `x`: one with rate $\varepsilon^2$ to find the scale `T`, and one with rate zero to stay close afterwards. The last lines carry the limit over to `y` through $|y|=\sqrt{x^2-c^2}$.
